# The first-order perturbation energy is an upper bound on the lowest eigenvalue of $H_0+tV$

## Question

A system with Hamiltonian $H_0$ has a known normalised eigenstate $\psi$ of energy $E_0$, and a perturbation $tV$ is switched on. The first-order estimate of the energy is $E_0+t\langle\psi,V\psi\rangle$. One expects such a formula to be good only for small $t$, yet it is said never to lie below the true ground energy of $H_0+tV$, for every real $t$, of either sign and any size. How is this stated and proved in Lean 4 with Mathlib for Hermitian matrices, and when is the bound attained?

## Answer

The first-order energy is exactly the expectation value of $H_0+tV$ in the trial state $\psi$, so the variational principle applies without any expansion in $t$. Rayleigh–Schrödinger theory also identifies $\langle\psi,V\psi\rangle$ as the slope at $t=0$ of a nondegenerate level and supplies higher-order corrections; neither is part of this result, which is an inequality for finite matrices.

### Modelling choices

States are vectors `n → ℂ` over a finite index type, and operators are complex matrices. The inner product $\langle\phi,\chi\rangle$ is `star φ ⬝ᵥ χ` in form, conjugate-linear in the first slot, and normalisation is the hypothesis `star ψ ⬝ᵥ ψ = 1`.

`IsEigenvalue A μ` says that $Av=\mu v$ for some $v\neq0$, with $\mu$ real. `IsLowestEigenvalue A μ` adds that $\mu\le\nu$ for every real eigenvalue $\nu$. Restricting to real numbers loses nothing for Hermitian matrices. `expect A ψ` is $\operatorname{Re}\langle\psi,A\psi\rangle$, which is the full expectation value when $A$ is Hermitian and $\psi$ is normalised, and `perturbed H0 V t` is $H(t)=H_0+tV$ with $t$ real.

The hypothesis `hE` states $H_0\psi=E_0\psi$ and nothing more: $\psi$ need not be the ground state of $H_0$, and $E_0$ may be degenerate. In the degenerate case $E_0+t\langle\psi,V\psi\rangle$ is still an upper bound, but for an arbitrary $\psi$ in the eigenspace it need not be the first-order energy of any level. With $H_0$ and $V$ Hermitian, three statements are proved.

- `lowest_le_firstOrder`: for every real $t$, $H(t)$ has a lowest eigenvalue, and any lowest eigenvalue $\mu$ satisfies $\mu\le E_0+t\langle\psi,V\psi\rangle$.
- `lowest_eq_firstOrder_iff`: equality holds if and only if $H(t)\psi=\mu\psi$, that is, when $\psi$ is itself a ground state of $H(t)$.
- `lowest_lt_firstOrder`: if $t\neq0$ and $V\psi\neq\langle\psi,V\psi\rangle\psi$, the inequality is strict.

Unbounded operators, continuous spectra and the size of the gap between $\mu$ and the first-order energy are not covered.

### Derivation by hand

Let $A$ be Hermitian with orthonormal eigenbasis $e_i$ and $Ae_i=\lambda_ie_i$.

1. Every real eigenvalue is some $\lambda_i$. If $Av=\nu v$, then letting $A$ act to the left gives $\langle e_i,Av\rangle=\lambda_i\langle e_i,v\rangle$, and letting it act to the right gives $\nu\langle e_i,v\rangle$. Hence $(\lambda_i-\nu)\langle e_i,v\rangle=0$. If $\nu$ differed from all $\lambda_i$, every coefficient in $v=\sum_i\langle e_i,v\rangle e_i$ would vanish and $v$ would be zero.
2. In nonzero dimension the finite list has a minimum $\mu=\min_i\lambda_i$, and by step 1 this is the lowest eigenvalue.
3. For a unit vector $\psi=\sum_ic_ie_i$ one has $\sum_i|c_i|^2=1$, so
$$\langle\psi,A\psi\rangle-\mu=\langle\psi,(A-\mu)\psi\rangle=\sum_i(\lambda_i-\mu)\,|c_i|^2\ \ge\ 0 .$$
4. The sum is zero only if $(\lambda_i-\mu)c_i=0$ for every $i$, which is $(A-\mu)\psi=0$. Conversely $A\psi=\mu\psi$ gives $\langle\psi,A\psi\rangle=\mu\langle\psi,\psi\rangle=\mu$.
5. For real $t$, $(H_0+tV)^\dagger=H_0^\dagger+\bar tV^\dagger=H_0+tV$, and
$$\langle\psi,H(t)\psi\rangle=E_0\langle\psi,\psi\rangle+t\langle\psi,V\psi\rangle=E_0+t\langle\psi,V\psi\rangle .$$
6. Steps 3 and 4 with $A=H(t)$ give the bound and the equality case.
7. Suppose equality holds and $t\neq0$. Then $E_0\psi+tV\psi=(E_0+t\langle\psi,V\psi\rangle)\psi$. Cancelling $E_0\psi$ and dividing by $t$ gives $V\psi=\langle\psi,V\psi\rangle\psi$. If this is excluded, the inequality is strict.

### The Lean file

```lean
import Mathlib

open Matrix
open scoped ComplexOrder

namespace FirstOrderVariationalBound

noncomputable section

variable {n : Type*} [Fintype n]

/-- The real number `μ` is an eigenvalue of `A`: some nonzero vector satisfies `A v = μ v`. -/
def IsEigenvalue (A : Matrix n n ℂ) (μ : ℝ) : Prop :=
  ∃ v : n → ℂ, v ≠ 0 ∧ A *ᵥ v = (μ : ℂ) • v

/-- The real number `μ` is an eigenvalue of `A` and no real eigenvalue of `A` lies below it. -/
def IsLowestEigenvalue (A : Matrix n n ℂ) (μ : ℝ) : Prop :=
  IsEigenvalue A μ ∧ ∀ ν : ℝ, IsEigenvalue A ν → μ ≤ ν

/-- The expectation value `⟨ψ, A ψ⟩`, taken as its real part. -/
def expect (A : Matrix n n ℂ) (ψ : n → ℂ) : ℝ :=
  (star ψ ⬝ᵥ A *ᵥ ψ).re

/-- The perturbed Hamiltonian `H0 + t V` at real coupling strength `t`. -/
def perturbed (H0 V : Matrix n n ℂ) (t : ℝ) : Matrix n n ℂ :=
  H0 + (t : ℂ) • V

/-- Each vector of the orthonormal eigenbasis of a Hermitian matrix is nonzero and satisfies
the eigenvalue equation with its listed eigenvalue. -/
theorem eigenbasis_spec [DecidableEq n] {A : Matrix n n ℂ} (hA : A.IsHermitian) (i : n) :
    (hA.eigenvectorBasis i).ofLp ≠ 0 ∧
      A *ᵥ (hA.eigenvectorBasis i).ofLp
        = (hA.eigenvalues i : ℂ) • (hA.eigenvectorBasis i).ofLp := by
  constructor
  · intro h
    apply hA.eigenvectorBasis.orthonormal.ne_zero i
    ext k
    simpa using congrFun h k
  · refine (hA.mulVec_eigenvectorBasis i).trans ?_
    funext k
    simp

/-- Every real eigenvalue of a Hermitian matrix occurs in the finite list of eigenvalues of
its orthonormal eigenbasis. -/
theorem eigenvalue_mem_list [DecidableEq n] {A : Matrix n n ℂ} (hA : A.IsHermitian) {ν : ℝ}
    (h : IsEigenvalue A ν) : ∃ i, hA.eigenvalues i = ν := by
  obtain ⟨v, hv, hAv⟩ := h
  by_contra hne
  -- let `A` act to the left on an eigenvector
  have hleft : ∀ (e : n → ℂ) (l : ℝ), A *ᵥ e = (l : ℂ) • e →
      star e ⬝ᵥ A *ᵥ v = (l : ℂ) * (star e ⬝ᵥ v) := by
    intro e l he
    have h1 : star e ᵥ* A = star (A *ᵥ e) := by rw [Matrix.star_mulVec, hA.eq]
    have hs : star (l : ℂ) = l := Complex.conj_ofReal l
    rw [Matrix.dotProduct_mulVec, h1, he, star_smul, hs, smul_dotProduct, smul_eq_mul]
  -- different eigenvalues force orthogonality to the whole basis
  have horth : ∀ i, star (hA.eigenvectorBasis i).ofLp ⬝ᵥ v = 0 := by
    intro i
    have ha := hleft _ _ (eigenbasis_spec hA i).2
    have hb : star (hA.eigenvectorBasis i).ofLp ⬝ᵥ A *ᵥ v
        = (ν : ℂ) * (star (hA.eigenvectorBasis i).ofLp ⬝ᵥ v) := by
      rw [hAv, dotProduct_smul, smul_eq_mul]
    have h2 : ((hA.eigenvalues i : ℂ) - ν) * (star (hA.eigenvectorBasis i).ofLp ⬝ᵥ v) = 0 := by
      linear_combination hb - ha
    have hd : (hA.eigenvalues i : ℂ) - ν ≠ 0 :=
      sub_ne_zero.mpr fun h => hne ⟨i, Complex.ofReal_injective h⟩
    exact (mul_eq_zero.mp h2).resolve_left hd
  -- completeness of the basis gives `v = 0`
  have hin : ∀ i,
      inner ℂ (hA.eigenvectorBasis i) (WithLp.toLp 2 v : EuclideanSpace ℂ n) = 0 := by
    intro i
    rw [EuclideanSpace.inner_eq_star_dotProduct, dotProduct_comm]
    exact horth i
  have h0 : (WithLp.toLp 2 v : EuclideanSpace ℂ n) = 0 :=
    (hA.eigenvectorBasis.sum_repr' (WithLp.toLp 2 v : EuclideanSpace ℂ n)).symm.trans
      (Finset.sum_eq_zero fun i _ => by rw [hin i, zero_smul])
  apply hv
  exact congrArg WithLp.ofLp h0

/-- A Hermitian matrix of nonzero dimension has a lowest eigenvalue. -/
theorem exists_lowest [Nonempty n] {A : Matrix n n ℂ} (hA : A.IsHermitian) :
    ∃ μ, IsLowestEigenvalue A μ := by
  classical
  obtain ⟨i, -, hi⟩ := Finset.exists_min_image Finset.univ hA.eigenvalues Finset.univ_nonempty
  refine ⟨hA.eigenvalues i, ⟨_, (eigenbasis_spec hA i).1, (eigenbasis_spec hA i).2⟩, ?_⟩
  intro ν hν
  obtain ⟨j, hj⟩ := eigenvalue_mem_list hA hν
  rw [← hj]
  exact hi j (Finset.mem_univ j)

/-- A Hermitian matrix shifted by its lowest eigenvalue, `A - μ`, is positive semidefinite. -/
theorem shifted_posSemidef [DecidableEq n] {A : Matrix n n ℂ} (hA : A.IsHermitian) {μ : ℝ}
    (hμ : IsLowestEigenvalue A μ) : (A - (μ : ℂ) • (1 : Matrix n n ℂ)).PosSemidef := by
  have hs : star (μ : ℂ) = μ := Complex.conj_ofReal μ
  have hB : (A - (μ : ℂ) • (1 : Matrix n n ℂ)).IsHermitian := by
    show (A - (μ : ℂ) • (1 : Matrix n n ℂ))ᴴ = A - (μ : ℂ) • (1 : Matrix n n ℂ)
    rw [conjTranspose_sub, conjTranspose_smul, conjTranspose_one, hA.eq, hs]
  -- an eigenvalue `l` of `A - μ` gives the eigenvalue `l + μ` of `A`
  have key : ∀ l : ℝ, IsEigenvalue (A - (μ : ℂ) • (1 : Matrix n n ℂ)) l → 0 ≤ l := by
    rintro l ⟨v, hv, h⟩
    rw [Matrix.sub_mulVec, Matrix.smul_mulVec, Matrix.one_mulVec, sub_eq_iff_eq_add] at h
    have h1 : IsEigenvalue A (l + μ) := ⟨v, hv, by rw [h, Complex.ofReal_add, add_smul]⟩
    have h2 := hμ.2 _ h1
    linarith
  exact hB.posSemidef_iff_eigenvalues_nonneg.mpr fun i =>
    key _ ⟨_, (eigenbasis_spec hB i).1, (eigenbasis_spec hB i).2⟩

/-- Rayleigh-Ritz variational principle: the lowest eigenvalue `μ` of a Hermitian matrix is at
most the expectation value in any unit vector, with equality exactly when `A ψ = μ ψ`. -/
theorem variational_principle {A : Matrix n n ℂ} (hA : A.IsHermitian) {μ : ℝ}
    (hμ : IsLowestEigenvalue A μ) {ψ : n → ℂ} (hψ : star ψ ⬝ᵥ ψ = 1) :
    μ ≤ expect A ψ ∧ (μ = expect A ψ ↔ A *ᵥ ψ = (μ : ℂ) • ψ) := by
  classical
  have hP := shifted_posSemidef hA hμ
  have hq : star ψ ⬝ᵥ (A - (μ : ℂ) • (1 : Matrix n n ℂ)) *ᵥ ψ
      = star ψ ⬝ᵥ A *ᵥ ψ - (μ : ℂ) := by
    rw [Matrix.sub_mulVec, Matrix.smul_mulVec, Matrix.one_mulVec, dotProduct_sub,
      dotProduct_smul, hψ, smul_eq_mul, mul_one]
  have hre' : (star ψ ⬝ᵥ (A - (μ : ℂ) • (1 : Matrix n n ℂ)) *ᵥ ψ).re = expect A ψ - μ := by
    rw [hq]
    simp [expect]
  have h0 : 0 ≤ star ψ ⬝ᵥ (A - (μ : ℂ) • (1 : Matrix n n ℂ)) *ᵥ ψ :=
    hP.dotProduct_mulVec_nonneg ψ
  obtain ⟨hre, him⟩ := Complex.le_def.mp h0
  rw [hre', Complex.zero_re] at hre
  refine ⟨by linarith, fun h => ?_, fun h => ?_⟩
  · -- a positive semidefinite form vanishes only on the kernel
    have hq0 : star ψ ⬝ᵥ (A - (μ : ℂ) • (1 : Matrix n n ℂ)) *ᵥ ψ = 0 :=
      Complex.ext (by rw [hre', Complex.zero_re]; linarith) him.symm
    have hz := (hP.dotProduct_mulVec_zero_iff ψ).mp hq0
    rw [Matrix.sub_mulVec, Matrix.smul_mulVec, Matrix.one_mulVec, sub_eq_zero] at hz
    exact hz
  · unfold expect
    rw [h, dotProduct_smul, hψ]
    simp

omit [Fintype n] in
/-- For Hermitian `H0`, `V` and real `t` the perturbed Hamiltonian `H0 + t V` is Hermitian. -/
theorem perturbed_isHermitian {H0 V : Matrix n n ℂ} (hH : H0.IsHermitian) (hV : V.IsHermitian)
    (t : ℝ) : (perturbed H0 V t).IsHermitian := by
  have hs : star (t : ℂ) = t := Complex.conj_ofReal t
  show (H0 + (t : ℂ) • V)ᴴ = H0 + (t : ℂ) • V
  rw [conjTranspose_add, conjTranspose_smul, hH.eq, hV.eq, hs]

/-- In a unit eigenvector `ψ` of `H0` with eigenvalue `E0`, the expectation value of `H0 + t V`
equals the first-order energy `E0 + t ⟨ψ, V ψ⟩`. -/
theorem expect_perturbed {H0 : Matrix n n ℂ} (V : Matrix n n ℂ) {ψ : n → ℂ} {E0 : ℝ}
    (hψ : star ψ ⬝ᵥ ψ = 1) (hE : H0 *ᵥ ψ = (E0 : ℂ) • ψ) (t : ℝ) :
    expect (perturbed H0 V t) ψ = E0 + t * expect V ψ := by
  unfold expect perturbed
  rw [Matrix.add_mulVec, Matrix.smul_mulVec, hE, dotProduct_add, dotProduct_smul,
    dotProduct_smul, hψ]
  simp

/-- For Hermitian `H0`, `V`, a unit eigenvector `ψ` of `H0` with eigenvalue `E0` and any real
`t`, the matrix `H0 + t V` has a lowest eigenvalue, and it is at most `E0 + t ⟨ψ, V ψ⟩`. -/
theorem lowest_le_firstOrder {H0 V : Matrix n n ℂ} (hH : H0.IsHermitian) (hV : V.IsHermitian)
    {ψ : n → ℂ} {E0 : ℝ} (hψ : star ψ ⬝ᵥ ψ = 1) (hE : H0 *ᵥ ψ = (E0 : ℂ) • ψ) (t : ℝ) :
    (∃ μ, IsLowestEigenvalue (perturbed H0 V t) μ) ∧
      ∀ μ, IsLowestEigenvalue (perturbed H0 V t) μ → μ ≤ E0 + t * expect V ψ := by
  constructor
  · rcases isEmpty_or_nonempty n with h | h
    · simp [dotProduct] at hψ
    · exact exists_lowest (perturbed_isHermitian hH hV t)
  · intro μ hμ
    -- use the unperturbed eigenvector as trial state
    rw [← expect_perturbed V hψ hE t]
    exact (variational_principle (perturbed_isHermitian hH hV t) hμ hψ).1

/-- The lowest eigenvalue `μ` of `H0 + t V` equals the first-order energy `E0 + t ⟨ψ, V ψ⟩`
exactly when `(H0 + t V) ψ = μ ψ`. -/
theorem lowest_eq_firstOrder_iff {H0 V : Matrix n n ℂ} (hH : H0.IsHermitian)
    (hV : V.IsHermitian) {ψ : n → ℂ} {E0 : ℝ} (hψ : star ψ ⬝ᵥ ψ = 1)
    (hE : H0 *ᵥ ψ = (E0 : ℂ) • ψ) {t μ : ℝ} (hμ : IsLowestEigenvalue (perturbed H0 V t) μ) :
    μ = E0 + t * expect V ψ ↔ perturbed H0 V t *ᵥ ψ = (μ : ℂ) • ψ := by
  rw [← expect_perturbed V hψ hE t]
  exact (variational_principle (perturbed_isHermitian hH hV t) hμ hψ).2

/-- If `t ≠ 0` and `V ψ ≠ ⟨ψ, V ψ⟩ ψ`, the lowest eigenvalue of `H0 + t V` lies strictly below
the first-order energy `E0 + t ⟨ψ, V ψ⟩`. -/
theorem lowest_lt_firstOrder {H0 V : Matrix n n ℂ} (hH : H0.IsHermitian) (hV : V.IsHermitian)
    {ψ : n → ℂ} {E0 : ℝ} (hψ : star ψ ⬝ᵥ ψ = 1) (hE : H0 *ᵥ ψ = (E0 : ℂ) • ψ)
    (hVψ : V *ᵥ ψ ≠ (expect V ψ : ℂ) • ψ) {t μ : ℝ} (ht : t ≠ 0)
    (hμ : IsLowestEigenvalue (perturbed H0 V t) μ) : μ < E0 + t * expect V ψ := by
  refine lt_of_le_of_ne ((lowest_le_firstOrder hH hV hψ hE t).2 μ hμ) fun h => ?_
  have h1 := (lowest_eq_firstOrder_iff hH hV hψ hE hμ).mp h
  have ht' : (t : ℂ) ≠ 0 := Complex.ofReal_ne_zero.mpr ht
  unfold perturbed at h1
  rw [Matrix.add_mulVec, Matrix.smul_mulVec, hE, h] at h1
  -- cancel `E0 ψ` and divide by `t`
  apply hVψ
  funext k
  have h2 := congrFun h1 k
  simp only [Pi.add_apply, Pi.smul_apply, smul_eq_mul] at h2 ⊢
  push_cast at h2
  apply mul_left_cancel₀ ht'
  linear_combination h2

/-- Unperturbed two-level Hamiltonian `diag(0, 1)`. -/
def twoLevelH0 : Matrix (Fin 2) (Fin 2) ℂ := !![0, 0; 0, 1]

/-- Off-diagonal unit coupling of the two levels. -/
def twoLevelV : Matrix (Fin 2) (Fin 2) ℂ := !![0, 1; 1, 0]

/-- The first basis vector of the two-level system. -/
def twoLevelState : Fin 2 → ℂ := ![1, 0]

/-- The two-level system meets all hypotheses with `E0 = 0`, `⟨ψ, V ψ⟩ = 0` and
`V ψ ≠ ⟨ψ, V ψ⟩ ψ`; for every `t ≠ 0` the lowest eigenvalue of `H0 + t V` is negative. -/
theorem twoLevel_witness :
    twoLevelH0.IsHermitian ∧ twoLevelV.IsHermitian ∧
      star twoLevelState ⬝ᵥ twoLevelState = 1 ∧
      twoLevelH0 *ᵥ twoLevelState = ((0 : ℝ) : ℂ) • twoLevelState ∧
      expect twoLevelV twoLevelState = 0 ∧
      twoLevelV *ᵥ twoLevelState ≠ (expect twoLevelV twoLevelState : ℂ) • twoLevelState ∧
      ∀ t : ℝ, t ≠ 0 →
        ∃ μ, IsLowestEigenvalue (perturbed twoLevelH0 twoLevelV t) μ ∧ μ < 0 := by
  have hH : twoLevelH0.IsHermitian := by
    show twoLevelH0ᴴ = twoLevelH0
    ext i j
    fin_cases i <;> fin_cases j <;> simp [twoLevelH0, conjTranspose_apply]
  have hV : twoLevelV.IsHermitian := by
    show twoLevelVᴴ = twoLevelV
    ext i j
    fin_cases i <;> fin_cases j <;> simp [twoLevelV, conjTranspose_apply]
  have hψ : star twoLevelState ⬝ᵥ twoLevelState = 1 := by
    simp [twoLevelState, dotProduct, Fin.sum_univ_two]
  have hE : twoLevelH0 *ᵥ twoLevelState = ((0 : ℝ) : ℂ) • twoLevelState := by
    ext i
    fin_cases i <;>
      simp [twoLevelH0, twoLevelState, Matrix.mulVec, dotProduct, Fin.sum_univ_two]
  have hexp : expect twoLevelV twoLevelState = 0 := by
    simp [expect, twoLevelV, twoLevelState, Matrix.mulVec, dotProduct, Fin.sum_univ_two]
  have hne : twoLevelV *ᵥ twoLevelState
      ≠ (expect twoLevelV twoLevelState : ℂ) • twoLevelState := by
    intro h
    have h1 := congrFun h 1
    rw [hexp] at h1
    simp [twoLevelV, twoLevelState, Matrix.mulVec, dotProduct, Fin.sum_univ_two] at h1
  refine ⟨hH, hV, hψ, hE, hexp, hne, fun t ht => ?_⟩
  obtain ⟨μ, hμ⟩ := (lowest_le_firstOrder hH hV hψ hE t).1
  have hlt := lowest_lt_firstOrder hH hV hψ hE hne ht hμ
  rw [hexp, mul_zero, add_zero] at hlt
  exact ⟨μ, hμ, hlt⟩

end

end FirstOrderVariationalBound
```

```lean
#print axioms FirstOrderVariationalBound.lowest_lt_firstOrder
```

```
'FirstOrderVariationalBound.lowest_lt_firstOrder' depends on axioms: [propext, Classical.choice, Quot.sound]
```

### How the proof follows the derivation

`eigenbasis_spec` takes Mathlib's `eigenvectorBasis` and `eigenvalues` of a Hermitian matrix and records that each basis vector is nonzero and satisfies its eigenvalue equation. `eigenvalue_mem_list` is step 1: `hleft` moves $A$ to the left, `h2` is the relation $(\lambda_i-\nu)\langle e_i,v\rangle=0$, `horth` cancels the nonzero factor, and the expansion `sum_repr'` forces $v=0$. `exists_lowest` is step 2, with `Finset.exists_min_image` selecting the minimum.

Steps 3 and 4 are carried out through positive semidefiniteness, without writing out the coefficients $c_i$. In `shifted_posSemidef`, `key` shows that an eigenvalue $l$ of $A-\mu$ gives an eigenvalue $l+\mu$ of $A$, so $l\ge0$, and `posSemidef_iff_eigenvalues_nonneg` concludes that $A-\mu$ is positive semidefinite. In `variational_principle`, `hq` and `hre'` are the first equality of step 3, and `dotProduct_mulVec_nonneg` is the inequality. That inequality is stated in the order on complex numbers, so `Complex.le_def` splits it into a nonnegative real part and a vanishing imaginary part. The equality case uses `dotProduct_mulVec_zero_iff`: a positive semidefinite form vanishes on $\psi$ exactly when the matrix annihilates $\psi$.

`perturbed_isHermitian` and `expect_perturbed` are the two halves of step 5; the second uses only normalisation and the eigenvalue equation. In `lowest_le_firstOrder`, dimension zero is excluded by normalisation, since an empty sum cannot equal 1. Both this theorem and `lowest_eq_firstOrder_iff` rewrite the first-order energy back into an expectation value and apply `variational_principle`. `lowest_lt_firstOrder` is step 7 done component by component, with `mul_left_cancel₀` dividing by $t$.

`twoLevel_witness` checks the case $H_0=\operatorname{diag}(0,1)$, $V=\begin{pmatrix}0&1\\1&0\end{pmatrix}$, $\psi=(1,0)$. All hypotheses of the strict theorem are verified with $E_0=0$ and $\langle\psi,V\psi\rangle=0$, so the first-order energy is zero, and the lowest eigenvalue is negative for every $t\neq0$.

### Remarks

The following points are hand arguments with no counterpart in the file.

In electronic structure, let $H$ be the Hamiltonian matrix over all determinants built from the finite set of orthonormal spin orbitals, occupied and virtual, of a converged unrestricted or closed-shell restricted Hartree–Fock calculation. One may take $H_0$ as the sum of Fock operators, $V=H-H_0$, $\psi$ as the Hartree–Fock determinant and $t=1$. The energy through first order is then the Hartree–Fock energy, and the bound says that the full configuration-interaction ground energy in that basis does not exceed it.

The bound concerns the lowest eigenvalue, not the level that grows out of $\psi$. In the two-level system the eigenvalues solve $\lambda^2-\lambda-t^2=0$, so $\lambda_\pm=\tfrac12\left(1\pm\sqrt{1+4t^2}\right)$. For $\psi=(0,1)$ the first-order energy is $1$, and the level connected to it, $\lambda_+$, lies above $1$ for $t\neq0$.

Hermiticity of $V$ is needed. Keep $H_0$ and $\psi=(1,0)$ and take $V=\begin{pmatrix}0&1\\-1&0\end{pmatrix}$. The eigenvalues solve $\lambda^2-\lambda+t^2=0$; for $0<|t|<\tfrac12$ both are real and positive while the first-order energy is zero, and for $|t|>\tfrac12$ no real eigenvalue exists.

Normalisation is needed as well. In one dimension with $H_0=0$, $V=1$, $\psi=2$ and $t=-1$, the only eigenvalue is $-1$, while $E_0+t\langle\psi,V\psi\rangle=-4$.
